# The periodic Hann window mixes each DFT bin with its two neighbours, and for even N its half-shifted copies sum to one

Let f be a complex signal on a periodic grid of N ≥ 1 points, F its discrete Fourier transform (DFT), and w_j = (1 − cos(2πj/N))/2 the Hann weight at the point j. With all indices taken modulo N, the DFT of the pointwise product w·f at bin k is

DFT(w·f)(k) = F(k)/2 − (F(k−1) + F(k+1))/4.

For even N, w_j + w_(j+N/2) = 1 at every j. More generally, if N = R·H for natural numbers R ≥ 2 and H, the R copies of w shifted by multiples of H sum to R/2, while for odd N no two copies sum to one everywhere. Spectra are also extracted from simulated autocorrelation functions, of a wave packet or of atomic velocities. If the N equally spaced samples are stored with time zero at j = 0 and negative times in the upper half of the grid, w would delete the value at time zero. The window with its maximum there is 1 − w_j, and for it the minus sign before the two neighbours becomes a plus. For a record of times t ≥ 0 alone, neither window decays from time zero to the end of the record, since 1 − w_j rises again in the second half.

## Grid, phase, transform and window

```lean
import Mathlib

open Complex Finset
open scoped Real

namespace HannWindow

noncomputable section

variable {N : ℕ} [NeZero N]
```

After loading Mathlib, the last line fixes a natural number N for the whole file, and `[NeZero N]` is the hypothesis N ≠ 0. Nothing else is assumed about N until a theorem says so.

```lean
/-- The plane-wave phase `exp(2πi j/N)` at the point `j` of a periodic grid of `N` points. -/
def phase (j : ZMod N) : ℂ := exp (2 * π * I * j.val / N)
```

`ZMod N` is the type of integers modulo N. It labels both grid points and frequency bins, so bin −1 is bin N − 1. `j.val` is the representative with 0 ≤ j < N, and `I` is the imaginary unit. In ordinary notation `phase j` is

e(j) = exp(2πi j/N).

```lean
/-- The discrete Fourier transform `F(k) = ∑ⱼ exp(-2πi jk/N) f(j)`. -/
def dft (f : ZMod N → ℂ) (k : ZMod N) : ℂ := ∑ j, phase (-(j * k)) * f j
```

A signal is a function `ZMod N → ℂ`, and the sum runs over all N points:

F(k) = Σ_j e(−jk) f(j).

This fixes the minus sign in the forward transform and omits any prefactor 1/N or 1/√N. The product jk is formed modulo N before the phase is taken.

```lean
/-- The periodic Hann weight `w_j = (1 - cos(2πj/N))/2`. -/
def hann (j : ZMod N) : ℝ := (1 - Real.cos (2 * π * j.val / N)) / 2
```

This is w_j as a real number. The denominator is N, the periodic convention, in which the cosine completes one period over the grid and w_0 = 0.

```lean
/-- The signal `f` multiplied point by point by the Hann weights. -/
def windowed (f : ZMod N → ℂ) : ZMod N → ℂ := fun j => (hann j : ℂ) * f j
```

`fun j => …` means j ↦ …, and `(hann j : ℂ)` regards the real weight as a complex number, so `windowed f` is j ↦ w_j f(j).

```lean
/-- The pure tone `j ↦ exp(2πi jm/N)` of grid frequency `m`. -/
def tone (m : ZMod N) : ZMod N → ℂ := fun j => phase (j * m)
```

`tone m` is the plane wave j ↦ e(jm). Since m lies in `ZMod N`, the wave fits a whole number of periods into the grid. Frequencies between bins are not represented by this definition.

## Two properties of the phase

```lean
/-- The grid phase is the standard additive character of `ZMod N`. -/
theorem phase_eq (j : ZMod N) : phase j = ZMod.stdAddChar j := by
  rw [phase, ZMod.stdAddChar_apply, ZMod.toCircle_apply]
```

`rw` rewrites the goal with the listed equations in turn. Unfolding both sides shows that e is Mathlib's standard character of the integers modulo N, whose properties are then available.

```lean
/-- Phases multiply when grid indices are added modulo `N`. -/
theorem phase_add (i j : ZMod N) : phase (i + j) = phase i * phase j := by
  rw [phase_eq, phase_eq, phase_eq, AddChar.map_add_eq_mul]
```

This reads e(i + j) = e(i) e(j), where the Lean variable `i` is a grid index. By hand, the representative of the sum differs from the sum of the representatives by 0 or N, and exp(2πi N/N) = 1.

```lean
/-- The phase equals one exactly at the grid index zero. -/
theorem phase_eq_one_iff (j : ZMod N) : phase j = 1 ↔ j = 0 := by
  rw [phase_eq]
  constructor
  · intro h
    apply ZMod.injective_stdAddChar
    rw [h, AddChar.map_zero_eq_one]
  · rintro rfl
    exact AddChar.map_zero_eq_one _
```

This reads e(j) = 1 if and only if j = 0. For 0 < j < N the angle 2πj/N lies strictly between 0 and 2π, and the proof takes this from the injectivity of the character.

## The window as three plane waves

```lean
/-- The Hann weight is a constant minus two plane waves:
`w_j = 1/2 - (exp(2πi j/N) + exp(-2πi j/N))/4`. -/
theorem hann_eq (j : ZMod N) : (hann j : ℂ) = 1 / 2 - (phase j + phase (-j)) / 4 := by
  have h1 : phase j = exp ((2 * π * j.val / N : ℂ) * I) := by
    unfold phase
    congr 1
    ring
  have hmul : phase j * phase (-j) = 1 := by
    rw [← phase_add, add_neg_cancel, phase_eq_one_iff]
  have h2 : phase (-j) = exp (-(2 * π * j.val / N : ℂ) * I) := by
    rw [eq_inv_of_mul_eq_one_right hmul, h1, ← Complex.exp_neg]
    congr 1
    ring
  -- Euler's formula for the cosine
  have hc := Complex.two_cos (2 * π * j.val / N : ℂ)
  rw [h2, h1]
  unfold hann
  push_cast
  linear_combination (-1 / 4 : ℂ) * hc
```

With θ = 2πj/N, Euler's formula 2 cos θ = exp(iθ) + exp(−iθ) gives

w_j = 1/2 − (2 cos θ)/4 = 1/2 − (e(j) + e(−j))/4.

In the proof `h1` is e(j) = exp(iθ). The other phase needs a detour, because for j ≠ 0 the representative of −j is N − j and not a negative number. So `hmul` establishes e(j) e(−j) = e(0) = 1, and `h2` concludes that e(−j) is the inverse exp(−iθ). `linear_combination` then checks that the goal is −1/4 times Euler's formula `hc`, up to algebra.

```lean
/-- Modulation theorem: multiplying a signal by `exp(2πi jm/N)` shifts its DFT by `m` bins. -/
theorem dft_modulate (f : ZMod N → ℂ) (m k : ZMod N) :
    dft (fun j => phase (j * m) * f j) k = dft f (k - m) := by
  simp only [dft]
  refine sum_congr rfl fun j _ => ?_
  have e : -(j * k) + j * m = -(j * (k - m)) := by ring
  rw [← mul_assoc, ← phase_add, e]
```

Multiplying the signal by e(jm) moves its spectrum up by m bins:

Σ_j e(−jk) e(jm) f(j) = Σ_j e(−j(k − m)) f(j) = F(k − m).

`sum_congr` compares the two sums term by term, the line proved by `ring` is −jk + jm = −j(k − m), and `phase_add` merges the two phases.

## The three-bin formula

```lean
/-- The DFT of the Hann-windowed signal at bin `k` is `F(k)/2 - (F(k-1) + F(k+1))/4`,
where `F` is the DFT of the signal. -/
theorem dft_windowed (f : ZMod N → ℂ) (k : ZMod N) :
    dft (windowed f) k = dft f k / 2 - (dft f (k - 1) + dft f (k + 1)) / 4 := by
  -- the neighbouring bins are the DFTs of f modulated by the two plane waves in w
  have h1 := dft_modulate f 1 k
  have h2 := dft_modulate f (-1) k
  rw [sub_neg_eq_add] at h2
  rw [← h1, ← h2]
  simp only [dft, windowed]
  rw [← sum_add_distrib, sum_div, sum_div, ← sum_sub_distrib]
  refine sum_congr rfl fun j _ => ?_
  rw [hann_eq, mul_one, mul_neg_one]
  ring
```

The statement holds for every complex signal `f`, every bin `k` and every N ≥ 1. Inserting the plane-wave form of w_j into the DFT gives

Σ_j e(−jk) w_j f(j) = (1/2) Σ_j e(−jk) f(j) − (1/4) Σ_j e(−jk) e(j) f(j) − (1/4) Σ_j e(−jk) e(−j) f(j).

The first sum is F(k). The second and third are modulations with m = 1 and m = −1, hence F(k − 1) and F(k + 1). These two facts are `h1` and `h2`. The proof uses them from right to left, turning the neighbouring bins into sums over j, collects everything under one sum and closes each term with `hann_eq` and `ring`. The formula is linear in f, so a prefactor in the DFT would leave it unchanged. At N = 1 both neighbours equal k and the right side is 0, in agreement with w_0 = 0.

```lean
/-- The DFT of a Hann-windowed pure tone of frequency `m` is the sum of a contribution `N/2`
at bin `m` and contributions `-N/4` at bins `m + 1` and `m - 1`. -/
theorem dft_windowed_tone (m k : ZMod N) :
    dft (windowed (tone m)) k = (if k = m then (N : ℂ) / 2 else 0)
      - ((if k = m + 1 then (N : ℂ) / 4 else 0) + (if k = m - 1 then (N : ℂ) / 4 else 0)) := by
  -- orthogonality of plane waves on the grid
  have orth : ∀ q : ZMod N, dft (tone m) q = if q = m then (N : ℂ) else 0 := by
    intro q
    have hsum : dft (tone m) q = ∑ j, phase (j * (m - q)) := by
      simp only [dft, tone]
      refine sum_congr rfl fun j _ => ?_
      have e : -(j * q) + j * m = j * (m - q) := by ring
      rw [← phase_add, e]
    rw [hsum]
    split_ifs with h
    · have p0 : phase (0 : ZMod N) = 1 := (phase_eq_one_iff 0).2 rfl
      simp [h, p0, ZMod.card]
    · have hs : ∑ j : ZMod N, phase ((j + 1) * (m - q)) = ∑ j, phase (j * (m - q)) :=
        Equiv.sum_comp (Equiv.addRight 1) (fun j => phase (j * (m - q)))
      simp only [add_mul, one_mul, phase_add] at hs
      rw [← sum_mul] at hs
      have hz : (∑ j : ZMod N, phase (j * (m - q))) * (phase (m - q) - 1) = 0 := by
        linear_combination hs
      have hne : phase (m - q) - 1 ≠ 0 := fun h0 =>
        h (sub_eq_zero.1 ((phase_eq_one_iff _).1 (sub_eq_zero.1 h0))).symm
      exact (mul_eq_zero.1 hz).resolve_right hne
  have e1 : k - 1 = m ↔ k = m + 1 := sub_eq_iff_eq_add
  have e2 : k + 1 = m ↔ k = m - 1 := eq_sub_iff_add_eq.symm
  rw [dft_windowed, orth, orth, orth]
  simp only [e1, e2]
  split_ifs <;> ring
```

`if k = m then … else 0` is a Kronecker delta δ(k, m) times a constant, so for f(j) = e(jm)

DFT(w·f)(k) = (N/2) δ(k, m) − (N/4) (δ(k, m+1) + δ(k, m−1)).

With a prefactor 1/N in the transform the coefficients would be 1/2 and −1/4, and with the unitary 1/√N they would be √N/2 and −√N/4.

The input is orthogonality, `orth`. The unwindowed DFT at bin q is S = Σ_j e(j(m − q)), which is `hsum`. For q = m every term is 1 and S = N. Otherwise, relabelling j → j + 1 permutes the grid, so S e(m − q) = S (`hs`), that is S (e(m − q) − 1) = 0 (`hz`), and e(m − q) ≠ 1 (`hne`) forces S = 0. Thus F(q) = N δ(q, m). Substituting q = k, k − 1, k + 1 in the three-bin formula, with k − 1 = m ⇔ k = m + 1 (`e1`) and k + 1 = m ⇔ k = m − 1 (`e2`), gives the claim.

A trap lies in stating this as a list of cases: N/2 at m, −N/4 at m ± 1, zero elsewhere. That list presumes three distinct bins, which requires N ≥ 3. For N = 2 the bins m + 1 and m − 1 coincide and the value there is −N/4 − N/4 = −1. The theorem adds the three deltas, so coinciding bins accumulate.

## Shifted windows with a constant sum

```lean
/-- Constant overlap-add: if `N = R H` with `R ≥ 2`, the `R` Hann windows shifted by multiples
of the hop `H` sum to `R/2` at every grid point. -/
theorem hann_overlap_sum {R H : ℕ} (hN : N = R * H) (hR : 2 ≤ R) (j : ZMod N) :
    ∑ r ∈ range R, hann (j + (r : ZMod N) * (H : ZMod N)) = (R : ℝ) / 2 := by
  -- a geometric sum over a nontrivial R-th root of unity vanishes
  have key : ∀ s : ZMod N, s ≠ 0 → (R : ZMod N) * s = 0 →
      ∑ r ∈ range R, phase ((r : ZMod N) * s) = 0 := by
    intro s hs hRs
    have hpow : ∀ r : ℕ, phase ((r : ZMod N) * s) = phase s ^ r := by
      intro r
      induction r with
      | zero => simp [phase_eq_one_iff]
      | succ r ih => rw [Nat.cast_succ, add_mul, one_mul, phase_add, ih, pow_succ]
    have hroot : phase s ^ R = 1 := by rw [← hpow, hRs, phase_eq_one_iff]
    have hg := mul_neg_geom_sum (phase s) R
    rw [hroot, sub_self] at hg
    have hne : 1 - phase s ≠ 0 := fun h0 =>
      hs ((phase_eq_one_iff s).1 (sub_eq_zero.1 h0).symm)
    simp only [hpow]
    exact (mul_eq_zero.1 hg).resolve_left hne
  have hpos : 0 < H := Nat.pos_of_ne_zero fun h => NeZero.ne N (by rw [hN, h, mul_zero])
  have hH : (H : ZMod N) ≠ 0 := by
    intro h
    have hle := Nat.le_of_dvd hpos ((CharP.cast_eq_zero_iff (ZMod N) N H).1 h)
    nlinarith
  have hRH : (R : ZMod N) * (H : ZMod N) = 0 := by
    rw [← Nat.cast_mul, ← hN]
    exact ZMod.natCast_self N
  have k1 := key _ hH hRH
  have k2 := key (-(H : ZMod N)) (neg_ne_zero.2 hH) (by rw [mul_neg, hRH, neg_zero])
  have hC : ∑ r ∈ range R, (hann (j + (r : ZMod N) * (H : ZMod N)) : ℂ) = (R : ℂ) / 2 := by
    calc _ = ∑ _r ∈ range R, (1 / 2 : ℂ)
          - (phase j / 4 * ∑ r ∈ range R, phase ((r : ZMod N) * (H : ZMod N))
            + phase (-j) / 4 * ∑ r ∈ range R, phase ((r : ZMod N) * -(H : ZMod N))) := by
          rw [mul_sum, mul_sum, ← sum_add_distrib, ← sum_sub_distrib]
          refine sum_congr rfl fun r _ => ?_
          have e : -(j + (r : ZMod N) * (H : ZMod N)) = -j + (r : ZMod N) * -(H : ZMod N) := by
            ring
          rw [hann_eq, e, phase_add, phase_add]
          ring
      _ = (R : ℂ) / 2 := by
          rw [k1, k2, sum_const, card_range, nsmul_eq_mul]
          ring
  apply Complex.ofReal_injective
  push_cast
  exact hC
```

R counts the copies, H is the hop in grid points, `hN` says that R hops make up the grid and `hR` asks for at least two copies. `range R` is the set 0, …, R − 1, so the claim is

Σ_(r=0..R−1) w_(j+rH) = R/2 for every j.

With R = 1 the left side would be w_j itself, which is 0 at j = 0. The plane-wave form and the addition rule give

Σ_r w_(j+rH) = R/2 − (e(j)/4) Σ_r e(rH) − (e(−j)/4) Σ_r e(−rH),

which is the first step of `hC`. Both remaining sums are geometric. For a grid index s ≠ 0 with Rs = 0 modulo N, put z = e(s). Then e(rs) = z^r (`hpow`, by induction), z^R = 1 (`hroot`), and

(1 − z) Σ_r z^r = 1 − z^R = 0

with z ≠ 1, so the sum vanishes. This is `key`. It applies to s = H and s = −H (`k1`, `k2`) because RH = N = 0 modulo N (`hRH`), and because 0 < H < 2H ≤ N keeps H from being a multiple of N (`hH`). The last three lines bring the identity from ℂ back to ℝ. The sum is over the weights themselves, not their squares.

```lean
/-- For even `N`, half-overlapping Hann windows sum to one: `w_j + w_(j+N/2) = 1`. -/
theorem hann_half_overlap (hN : Even N) (j : ZMod N) :
    hann j + hann (j + ((N / 2 : ℕ) : ZMod N)) = 1 := by
  have hN' : N = 2 * (N / 2) := by
    obtain ⟨m, hm⟩ := hN
    omega
  have h := hann_overlap_sum hN' le_rfl j
  rw [sum_range_succ, sum_range_one] at h
  simp only [Nat.cast_zero, zero_mul, add_zero, Nat.cast_one, one_mul] at h
  rw [h]
  norm_num
```

`((N / 2 : ℕ) : ZMod N)` halves N among the natural numbers and then reads the result as a grid shift. That division rounds down, and `Even N` makes it exact (`hN'`). The theorem is the case R = 2, H = N/2 of the previous one, with the two terms written out. Directly, cos(θ + π) = −cos θ, so the cosines cancel. For N = 2 it says 0 + 1 = 1.

## Odd N admits no complementary shift

```lean
/-- For odd `N` and any shift `s`, there is a grid point `j` with `w_j + w_(j+s) ≠ 1`. -/
theorem hann_overlap_ne_one_of_odd (hN : Odd N) (s : ZMod N) :
    ∃ j : ZMod N, hann j + hann (j + s) ≠ 1 := by
  refine ⟨0, fun h => ?_⟩
  have p0 : phase (0 : ZMod N) = 1 := (phase_eq_one_iff 0).2 rfl
  have hC : (hann (0 : ZMod N) : ℂ) + (hann (0 + s) : ℂ) = 1 := by exact_mod_cast h
  rw [zero_add, hann_eq, hann_eq, neg_zero, p0] at hC
  have hmul : phase s * phase (-s) = 1 := by rw [← phase_add, add_neg_cancel, p0]
  -- w_s = 1 forces the phase at s to be -1, hence 2s = 0
  have hsq : (phase s + 1) ^ 2 = 0 := by linear_combination (-4 * phase s) * hC - hmul
  have hp : phase s = -1 := eq_neg_of_add_eq_zero_left ((pow_eq_zero_iff two_ne_zero).1 hsq)
  have hss : s + s = 0 := (phase_eq_one_iff _).1 (by rw [phase_add, hp]; ring)
  obtain ⟨m, hm⟩ := hN
  have h' : ((2 * m + 1 : ℕ) : ZMod N) = 0 := by
    rw [← hm]
    exact ZMod.natCast_self N
  push_cast at h'
  have hs : s = 0 := by linear_combination s * h' - (m : ZMod N) * hss
  rw [hs, p0] at hp
  norm_num at hp

end

end HannWindow
```

For odd N and any shift s, some point j has w_j + w_(j+s) ≠ 1, and the proof names j = 0. Suppose w_0 + w_s = 1 and put p = e(s), so that e(−s) = 1/p (`hmul`). Since w_0 = 0,

1/2 − (p + 1/p)/4 = 1, hence p + 1/p = −2, hence (p + 1)² = 0.

This is `hsq`, and p = −1 is `hp`. Then e(2s) = p² = 1, so 2s = 0 modulo N (`hss`). Writing N = 2m + 1 with a natural number m, both terms in s = (2m + 1)s − m·2s vanish modulo N, so s = 0 and p = 1, which contradicts p = −1. Only pairs of copies are excluded: N = 9 with R = 3 and H = 3 still has the constant sum 3/2.

## A finite window on an unbounded time axis

For overlapping frames of a long record, the window can be modelled as a function on all integers t, equal to the Hann weight for 0 ≤ t < N and zero elsewhere. The overlap sum at an integer time t then runs over the arguments t + rH for every integer r. When N = R·H with R ≥ 2, exactly R of these arguments lie between 0 and N − 1. With j the residue of t modulo N, they are the representatives of the residues j + rH, r = 0, …, R − 1, above, so the constant would again be R/2. A formal statement in this model would keep track of the support of the window and of a sum indexed by all integers r, of which only finitely many terms are nonzero. That translation is an informal remark, as the theorems above speak of the periodic grid alone.

```lean
#print axioms HannWindow.dft_windowed_tone
-- 'HannWindow.dft_windowed_tone' depends on axioms: [propext, Classical.choice, Quot.sound]
#print axioms HannWindow.hann_half_overlap
-- 'HannWindow.hann_half_overlap' depends on axioms: [propext, Classical.choice, Quot.sound]
#print axioms HannWindow.hann_overlap_ne_one_of_odd
-- 'HannWindow.hann_overlap_ne_one_of_odd' depends on axioms: [propext, Classical.choice, Quot.sound]
```
